# Noise above a threshold proportional to the eigenvalue gap can drive a power-iteration step out of a cone around the dominant eigenvector

In a real inner product space, a symmetric operator `A` has a unit eigenvector `v` with eigenvalue `l`, and stretches vectors orthogonal to `v` by at most a factor `m`, where 0 ≤ m < l; a unit eigenvector `u` orthogonal to `v` has eigenvalue exactly `m`. The theorem takes the vector x = c v + τ c u, with c and τ positive, which lies on the boundary of the cone where the part orthogonal to `v` is at most τ times the `v`-component. It says that whenever δ > τ(l − m)c/√(1 + τ²), some noise `g` of norm δ puts A x + g, one unnormalised step of noisy power iteration, outside the cone. The vector x has norm c√(1 + τ²), so for a normalised x the threshold is τ(l − m)/(1 + τ²). The proof chooses `g` along the outward normal of the cone, g = a(u − τv) with a = δ/√(1 + τ²), and shows that staying in the cone would contradict the assumed size of δ.

An attempt in Lean 4 with a fault in it:

```lean
import Mathlib

open scoped InnerProductSpace

namespace NoiseBoundSharp

noncomputable section

variable {E : Type*} [NormedAddCommGroup E] [InnerProductSpace ℝ E]

/-- The part of `x` that remains after subtracting `⟪v, x⟫ v`; for a unit vector `v` it is the
part orthogonal to `v`. -/
def perp (v x : E) : E := x - ⟪v, x⟫_ℝ • v

/-- The cone of opening `τ` around `v`: the `v`-component is positive, and the remaining part
has norm at most `τ` times that component. -/
def InCone (v : E) (τ : ℝ) (x : E) : Prop :=
  0 < ⟪v, x⟫_ℝ ∧ ‖perp v x‖ ≤ τ * ⟪v, x⟫_ℝ

/-- A symmetric operator `A` with unit eigenvector `v` and eigenvalue `l`, which stretches
vectors orthogonal to `v` by at most a factor `m`, where `0 ≤ m < l`. -/
structure DominantPair (A : E →ₗ[ℝ] E) (v : E) (l m : ℝ) : Prop where
  symm : A.IsSymmetric
  unit : ‖v‖ = 1
  eigen : A v = l • v
  bound : ∀ y, ⟪v, y⟫_ℝ = 0 → ‖A y‖ ≤ m * ‖y‖
  nonneg : 0 ≤ m
  gap : m < l

/-- Pythagoras: for a unit vector `v`, the squared norm of `x` is the sum of the squares of its
`v`-component and of the norm of its orthogonal part. -/
theorem norm_sq_split {v : E} (hv : ‖v‖ = 1) (x : E) :
    ‖x‖ ^ 2 = ⟪v, x⟫_ℝ ^ 2 + ‖perp v x‖ ^ 2 := by
  have h : ‖perp v x‖ ^ 2 = ‖x‖ ^ 2 - ⟪v, x⟫_ℝ ^ 2 := by
    rw [perp, norm_sub_sq_real, real_inner_smul_right, norm_smul, hv, real_inner_comm v x,
      mul_one, Real.norm_eq_abs, sq_abs]
    ring
  linarith

/-- Sharpness: for a dominant pair, let `u` be a unit eigenvector of `A` orthogonal to `v` with
eigenvalue `m`, and let `c, τ > 0`. For every noise norm `δ` with `√(1 + τ²) δ > τ (l - m) c`, some
noise of norm `δ` drives the cone vector `c v + τ c u` out of the cone. -/
theorem noise_bound_sharp {A : E →ₗ[ℝ] E} {v u : E} {l m τ c δ : ℝ}
    (h : DominantPair A v l m) (hu : ‖u‖ = 1) (huv : ⟪v, u⟫_ℝ = 0) (hAu : A u = m • u)
    (hτ : 0 < τ) (hc : 0 < c) (hδ : τ * (l - m) * c < √(1 + τ ^ 2) * δ) :
    InCone v τ (c • v + (τ * c) • u) ∧
      ∃ g : E, ‖g‖ = δ ∧ ¬ InCone v τ (A (c • v + (τ * c) • u) + g) := by
  have hs : √(1 + τ ^ 2) ^ 2 = 1 + τ ^ 2 := Real.sq_sqrt (by positivity)
  have hs0 : 0 < √(1 + τ ^ 2) := Real.sqrt_pos.mpr (by positivity)
  have hδ0 : 0 < δ := by
    have h0 : 0 < τ * (l - m) * c := mul_pos (mul_pos hτ (sub_pos.mpr h.gap)) hc
    exact (mul_pos_iff_of_pos_left hs0).mp (h0.trans hδ)
  -- components of a vector in the plane of `v` and `u`
  have hi : ∀ a b : ℝ, ⟪v, a • v + b • u⟫_ℝ = a := by
    intro a b
    simp [inner_add_right, real_inner_smul_right, h.unit, huv]
  have hp : ∀ a b : ℝ, ‖perp v (a • v + b • u)‖ = |b| := by
    intro a b
    rw [perp, hi, add_sub_cancel_left, norm_smul, hu, mul_one, Real.norm_eq_abs]
  refine ⟨⟨by rw [hi]; exact hc, by rw [hi, hp, abs_of_pos (mul_pos hτ hc)]⟩, ?_⟩
  obtain ⟨a, ha⟩ : ∃ a, a = δ / √(1 + τ ^ 2) := ⟨_, rfl⟩
  have has : a * √(1 + τ ^ 2) = δ := by rw [ha]; exact div_mul_cancel₀ _ hs0.ne'
  have ha0 : 0 < a := by rw [ha]; exact div_pos hδ0 hs0
  -- the worst noise points along the outward normal of the cone
  refine ⟨(-(a * τ)) • v + a • u, ?_, ?_⟩
  · have hn := norm_sq_split h.unit ((-(a * τ)) • v + a • u)
    rw [hi, hp, sq_abs] at hn
    refine (sq_eq_sq₀ (norm_nonneg _) hδ0.le).mp ?_
    rw [hn, ← has, mul_pow, hs]
    ring
  · have hstep : A (c • v + (τ * c) • u) + ((-(a * τ)) • v + a • u)
        = (l * c - a * τ) • v + (m * (τ * c) + a) • u := by
      rw [map_add, map_smul, map_smul, h.eigen, hAu]
      module
    rintro ⟨-, hcone⟩
    rw [hstep, hi, hp] at hcone
    have hle := (le_abs_self _).trans hcone
    have e : √(1 + τ ^ 2) * δ = a * (1 + τ ^ 2) := by rw [← has, ← hs]; ring
    rw [e] at hδ
    linarith

end

end NoiseBoundSharp
```

Messages:

```
Try this:
  [apply] ring_nf
  
  The `ring` tactic failed to close the goal. Use `ring_nf` to obtain a normal form.
    
  Note that `ring` works primarily in *commutative* rings. If you have a noncommutative ring, abelian group or module, consider using `noncomm_ring`, `abel` or `module` instead.
Main.lean:78:51: error: unsolved goals
E : Type u_1
inst✝¹ : NormedAddCommGroup E
inst✝ : InnerProductSpace ℝ E
A : E →ₗ[ℝ] E
v u : E
l m τ c δ : ℝ
h : DominantPair A v l m
hu : ‖u‖ = 1
huv : ⟪v, u⟫_ℝ = 0
hAu : A u = m • u
hτ : 0 < τ
hc : 0 < c
hδ : τ * (l - m) * c < √(1 + τ ^ 2) * δ
hs : √(1 + τ ^ 2) ^ 2 = 1 + τ ^ 2
hs0 : 0 < √(1 + τ ^ 2)
hδ0 : 0 < δ
hi : ∀ (a b : ℝ), ⟪v, a • v + b • u⟫_ℝ = a
hp : ∀ (a b : ℝ), ‖perp v (a • v + b • u)‖ = |b|
a : ℝ
ha : a = δ / √(1 + τ ^ 2)
has : a * √(1 + τ ^ 2) = δ
ha0 : 0 < a
hstep : A (c • v + (τ * c) • u) + (-(a * τ) • v + a • u) = (l * c - a * τ) • v + (m * (τ * c) + a) • u
hcone : |m * (τ * c) + a| ≤ τ * (l * c - a * τ)
hle : m * (τ * c) + a ≤ τ * (l * c - a * τ)
⊢ √(√(1 + τ ^ 2) ^ 2) ^ 2 * a = √(1 + τ ^ 2) ^ 2 * a
```

After these edits no error is left:

```diff
@@ -76,5 +76,6 @@
     rw [hstep, hi, hp] at hcone
     have hle := (le_abs_self _).trans hcone
-    have e : √(1 + τ ^ 2) * δ = a * (1 + τ ^ 2) := by rw [← has, ← hs]; ring
+    have e : √(1 + τ ^ 2) * δ = a * (1 + τ ^ 2) := by
+      linear_combination a * hs - √(1 + τ ^ 2) * has
     rw [e] at hδ
     linarith
```

The error is in the proof of the auxiliary identity `e`. After `rw [← has]` has replaced `δ` by `a * √(1 + τ ^ 2)`, the step `rw [← hs]` is meant to turn the factor `1 + τ ^ 2` on the right into `√(1 + τ ^ 2) ^ 2`. But `rw` rewrites every instance of the pattern, including those under the square roots on the left, which become `√(√(1 + τ ^ 2) ^ 2)`.

`ring` does not simplify a square root of a square, so it treats the nested root and the original root as unrelated quantities. It stops at the goal shown last in the message. The suggested `ring_nf` only puts the goal in normal form and does not supply the missing fact.

The repair rewrites nothing. `linear_combination` takes `a` times `hs` minus `√(1 + τ ^ 2)` times `has`. In that combination the terms `a * √(1 + τ ^ 2) ^ 2` cancel and exactly the identity `e` remains, which `ring` can check with the root left intact.
